# With symmetric response matrices, two screened vertices make the force-constant error quadratic in the density-response error

If the independent-particle response matrix $X_0$ and the interaction kernel $K$ are symmetric, and $r = X_0(v+Kr)$ is the screened density response to a perturbation $v$, then the functional $F(s) = (v+Ks)\cdot X_0(v+Ks) - s\cdot Ks$ satisfies $F(r+d) = v\cdot r + d\cdot(KX_0K-K)\,d$ for every error $d$. The identity is exact, and it has no term linear in $d$.

```lean
import Mathlib

open Matrix

namespace ScreenedVertexResponse

variable {n R : Type*} [Fintype n] [CommRing R]

/-- The density response `r` to the bare perturbation `v` is self-consistent: it is the
independent-particle response `X0` to the screened perturbation `v + K r`. -/
def IsScreened (X0 K : Matrix n n R) (v r : n → R) : Prop :=
  r = X0 *ᵥ (v + K *ᵥ r)

/-- The force-constant functional with two screened vertices, built from trial responses `s`
and `t` to the perturbations `v` and `w`, with the double-counting term `s · K t` removed. -/
def twoVertex (X0 K : Matrix n n R) (v w s t : n → R) : R :=
  (v + K *ᵥ s) ⬝ᵥ (X0 *ᵥ (w + K *ᵥ t)) - s ⬝ᵥ (K *ᵥ t)

/-- The force-constant functional with one bare vertex `v` and one screened vertex `w + K t`. -/
def oneVertex (X0 K : Matrix n n R) (v w t : n → R) : R :=
  v ⬝ᵥ (X0 *ᵥ (w + K *ᵥ t))

/-- A symmetric matrix can be moved from one side of the dot product to the other. -/
theorem symm_dot {A : Matrix n n R} (hA : A.IsSymm) (x y : n → R) :
    x ⬝ᵥ (A *ᵥ y) = (A *ᵥ x) ⬝ᵥ y := by
  rw [Matrix.dotProduct_mulVec, ← Matrix.mulVec_transpose, hA.eq]

/-- With one bare vertex, an error `e` in the trial response enters the force constant
through the linear term `v · X0 K e`. -/
theorem oneVertex_error {X0 K : Matrix n n R} {v w q : n → R}
    (hq : IsScreened X0 K w q) (e : n → R) :
    oneVertex X0 K v w (q + e) = v ⬝ᵥ q + v ⬝ᵥ (X0 *ᵥ (K *ᵥ e)) := by
  have hq' : X0 *ᵥ (w + K *ᵥ q) = q := Eq.symm hq
  unfold oneVertex
  rw [Matrix.mulVec_add K, ← add_assoc, Matrix.mulVec_add X0, hq', dotProduct_add]

/-- With symmetric `X0` and `K` and two screened vertices, errors `d` and `e` in the responses to
two perturbations enter the mixed force constant only through the product term `d · (K X0 K - K) e`.
-/
theorem twoVertex_error {X0 K : Matrix n n R} (hX : X0.IsSymm) (hK : K.IsSymm)
    {v w r q : n → R} (hr : IsScreened X0 K v r) (hq : IsScreened X0 K w q) (d e : n → R) :
    twoVertex X0 K v w (r + d) (q + e) =
      v ⬝ᵥ q + d ⬝ᵥ ((K * X0 * K - K) *ᵥ e) := by
  have hr' : X0 *ᵥ (v + K *ᵥ r) = r := Eq.symm hr
  have hq' : X0 *ᵥ (w + K *ᵥ q) = q := Eq.symm hq
  have h1 : X0 *ᵥ (w + K *ᵥ (q + e)) = q + X0 *ᵥ (K *ᵥ e) := by
    rw [Matrix.mulVec_add K, ← add_assoc, Matrix.mulVec_add X0, hq']
  -- the screening equation for `r` turns the term linear in `e` into `r · K e`
  have h2 : (v + K *ᵥ r) ⬝ᵥ (X0 *ᵥ (K *ᵥ e)) = r ⬝ᵥ (K *ᵥ e) := by
    rw [symm_dot hX, hr']
  rw [add_dotProduct] at h2
  unfold twoVertex
  rw [h1, Matrix.sub_mulVec, ← Matrix.mulVec_mulVec, ← Matrix.mulVec_mulVec]
  simp only [Matrix.mulVec_add, add_dotProduct, dotProduct_add, dotProduct_sub]
  linear_combination h2 - symm_dot hK r q - symm_dot hK d q
    - symm_dot hK d (X0 *ᵥ (K *ᵥ e))

/-- For a single perturbation and symmetric `X0` and `K`, the functional with two screened vertices
equals the exact value `v · r` plus a purely quadratic form in the density-response error `d`. -/
theorem twoVertex_quadratic_error {X0 K : Matrix n n R} (hX : X0.IsSymm) (hK : K.IsSymm)
    {v r : n → R} (hr : IsScreened X0 K v r) (d : n → R) :
    twoVertex X0 K v v (r + d) (r + d) =
      v ⬝ᵥ r + d ⬝ᵥ ((K * X0 * K - K) *ᵥ d) :=
  twoVertex_error hX hK hr hr d d

/-- Expansion about an arbitrary trial response `s` for symmetric `X0` and `K`: the linear term is
governed by `K` acting on the self-consistency residual `X0 (v + K s) - s`. -/
theorem twoVertex_expansion {X0 K : Matrix n n R} (hX : X0.IsSymm) (hK : K.IsSymm)
    (v s d : n → R) (c : R) :
    twoVertex X0 K v v (s + c • d) (s + c • d) = twoVertex X0 K v v s s
      + c * (2 * (d ⬝ᵥ (K *ᵥ (X0 *ᵥ (v + K *ᵥ s) - s))))
      + c ^ 2 * (d ⬝ᵥ ((K * X0 * K - K) *ᵥ d)) := by
  have swap : ∀ y, y ⬝ᵥ (X0 *ᵥ (K *ᵥ d)) = d ⬝ᵥ (K *ᵥ (X0 *ᵥ y)) := fun y => by
    rw [symm_dot hX, dotProduct_comm, ← symm_dot hK]
  have h6 : s ⬝ᵥ (K *ᵥ d) = d ⬝ᵥ (K *ᵥ s) := by
    rw [symm_dot hK, dotProduct_comm]
  unfold twoVertex
  rw [Matrix.sub_mulVec, ← Matrix.mulVec_mulVec, ← Matrix.mulVec_mulVec]
  simp only [Matrix.mulVec_add, Matrix.mulVec_sub, Matrix.mulVec_smul, add_dotProduct,
    dotProduct_add, dotProduct_sub, smul_dotProduct, dotProduct_smul, smul_eq_mul]
  linear_combination c * (swap v + swap (K *ᵥ s) - symm_dot hK d (X0 *ᵥ v)
    - symm_dot hK d (X0 *ᵥ (K *ᵥ s)) - h6) - c ^ 2 * symm_dot hK d (X0 *ᵥ (K *ᵥ d))

/-- For real symmetric `X0` and `K`, the functional is stationary at `s` in every direction exactly
when the self-consistency residual of `s` induces no potential through `K`. -/
theorem stationary_iff {X0 K : Matrix n n ℝ} (hX : X0.IsSymm) (hK : K.IsSymm)
    (v s : n → ℝ) :
    (∀ d : n → ℝ, HasDerivAt
      (fun c : ℝ => twoVertex X0 K v v (s + c • d) (s + c • d)) 0 0) ↔
      K *ᵥ (X0 *ᵥ (v + K *ᵥ s) - s) = 0 := by
  have quad : ∀ A B C : ℝ, HasDerivAt (fun c : ℝ => A + c * B + c ^ 2 * C) B 0 := by
    intro A B C
    have h := (((hasDerivAt_id' (0 : ℝ)).mul_const B).const_add A).fun_add
      (((hasDerivAt_id' (0 : ℝ)).fun_pow 2).mul_const C)
    exact h.congr_deriv (by simp)
  have key : ∀ d : n → ℝ, HasDerivAt
      (fun c : ℝ => twoVertex X0 K v v (s + c • d) (s + c • d))
      (2 * (d ⬝ᵥ (K *ᵥ (X0 *ᵥ (v + K *ᵥ s) - s)))) 0 := by
    intro d
    rw [funext (fun c : ℝ => twoVertex_expansion hX hK v s d c)]
    exact quad _ _ _
  constructor
  · intro h
    -- test stationarity along the induced potential of the residual itself
    have h0 := (h (K *ᵥ (X0 *ᵥ (v + K *ᵥ s) - s))).unique (key _)
    exact dotProduct_self_eq_zero.mp (by linarith)
  · intro h d
    have hd := key d
    rw [h, dotProduct_zero, mul_zero] at hd
    exact hd

/-- If `X0` and `K` are real symmetric, `X0` negative and `K` positive semidefinite, every trial
response gives a value not above the exact `v · r`. -/
theorem twoVertex_le {X0 K : Matrix n n ℝ} (hX : X0.IsSymm) (hK : K.IsSymm)
    (hXneg : ∀ x, x ⬝ᵥ (X0 *ᵥ x) ≤ 0) (hKpos : ∀ x, 0 ≤ x ⬝ᵥ (K *ᵥ x))
    {v r : n → ℝ} (hr : IsScreened X0 K v r) (s : n → ℝ) :
    twoVertex X0 K v v s s ≤ v ⬝ᵥ r := by
  have h := twoVertex_quadratic_error hX hK hr (s - r)
  rw [add_sub_cancel, Matrix.sub_mulVec, ← Matrix.mulVec_mulVec, ← Matrix.mulVec_mulVec,
    dotProduct_sub, symm_dot hK (s - r) (X0 *ᵥ (K *ᵥ (s - r)))] at h
  linarith [hXneg (K *ᵥ (s - r)), hKpos (s - r)]

/-- A two-site model with symmetric matrices, `X0` negative and `K` positive semidefinite,
in which the perturbation `(3, 0)` has the screened response `(-1, 1)`. -/
theorem twoVertex_witness :
    (!![-1, 1; 1, -1] : Matrix (Fin 2) (Fin 2) ℝ).IsSymm ∧
    (!![2, 1; 1, 2] : Matrix (Fin 2) (Fin 2) ℝ).IsSymm ∧
    (∀ x : Fin 2 → ℝ, x ⬝ᵥ (!![-1, 1; 1, -1] *ᵥ x) ≤ 0) ∧
    (∀ x : Fin 2 → ℝ, 0 ≤ x ⬝ᵥ (!![2, 1; 1, 2] *ᵥ x)) ∧
    IsScreened (!![-1, 1; 1, -1] : Matrix (Fin 2) (Fin 2) ℝ) !![2, 1; 1, 2]
      ![3, 0] ![-1, 1] := by
  refine ⟨?_, ?_, fun x => ?_, fun x => ?_, ?_⟩
  · ext i j
    fin_cases i <;> fin_cases j <;> rfl
  · ext i j
    fin_cases i <;> fin_cases j <;> rfl
  · have h : x ⬝ᵥ (!![-1, 1; 1, -1] *ᵥ x) = -(x 0 - x 1) ^ 2 := by
      simp [Matrix.mulVec, dotProduct, Fin.sum_univ_two]
      ring
    rw [h]
    linarith [sq_nonneg (x 0 - x 1)]
  · have h : x ⬝ᵥ (!![2, 1; 1, 2] *ᵥ x) = x 0 ^ 2 + x 1 ^ 2 + (x 0 + x 1) ^ 2 := by
      simp [Matrix.mulVec, dotProduct, Fin.sum_univ_two]
      ring
    rw [h]
    positivity
  · unfold IsScreened
    ext i
    fin_cases i <;> simp [Matrix.mulVec, dotProduct, Fin.sum_univ_two] <;> norm_num

end ScreenedVertexResponse
```

```lean
#print axioms ScreenedVertexResponse.oneVertex_error
#print axioms ScreenedVertexResponse.twoVertex_quadratic_error
#print axioms ScreenedVertexResponse.stationary_iff
#print axioms ScreenedVertexResponse.twoVertex_le
```

```
'ScreenedVertexResponse.oneVertex_error' depends on axioms: [propext, Classical.choice, Quot.sound]
'ScreenedVertexResponse.twoVertex_quadratic_error' depends on axioms: [propext, Classical.choice, Quot.sound]
'ScreenedVertexResponse.stationary_iff' depends on axioms: [propext, Classical.choice, Quot.sound]
'ScreenedVertexResponse.twoVertex_le' depends on axioms: [propext, Classical.choice, Quot.sound]
```

## Densities, potentials and vertices

The finite index type `n` labels grid points or real basis functions. A vector `n → R` is either a density change or a potential, and the dot product `⬝ᵥ` stands for the integral of a density against a potential, with any grid weights absorbed into the vectors and matrices. The matrix `X0` turns a potential into the density response of non-interacting electrons. The matrix `K` turns a density change into an induced potential, so in density functional theory it is the Hartree plus exchange-correlation kernel.

`IsScreened X0 K v r` says that $r = X_0(v+Kr)$: the electrons respond independently to the bare perturbation plus the potential that they themselves induce. It is a condition on a given $r$. Whether such an $r$ exists, and whether it is unique, is a separate question about $1-X_0K$.

If $v$ and $w$ are the first-order changes of a local ionic potential for two atomic displacements, and $q$ is the screened response to $w$, then $v\cdot q$ is the density-response part of the corresponding force constant. The ion-ion term and the term with the second derivative of the ionic potential are not included.

The file has two ways of computing this number from trial responses $s$ and $t$ to $v$ and $w$:

- `oneVertex` is $v\cdot X_0(w+Kt)$, with one bare and one screened vertex.
- `twoVertex` is $(v+Ks)\cdot X_0(w+Kt) - s\cdot Kt$. Both vertices are screened, and the last term removes the interaction that is then counted twice.

The function $F(s)$ of the opening is `twoVertex X0 K v v s s`, and the statement about it is `twoVertex_quadratic_error`.

The hypotheses `hX` and `hK` say that each matrix equals its transpose. For $X_0$ this is the reciprocity of the independent-particle response, which holds in a real basis when the orbitals can be chosen real. For $K$ it reflects the kernel's origin as a second derivative of an energy.

The error formulas hold over any commutative ring `R`. With complex entries they cover the response at a fixed frequency, where $X_0$ may be complex symmetric, provided that both responses are taken at that frequency and the dot product is left unconjugated. Frequency does not appear as a variable. The matrices $X_0$ and $K$ are also taken as exact, so the formulas describe errors in the density response and not errors in the orbitals or the kernel.

For linear-response phonon calculations, this means that within a finite matrix model with fixed $X_0$ and $K$, a small convergence error in the induced density enters the two-vertex force constant only at second order.

## The linear terms cancel through the screening equation

The tool is `symm_dot`: a symmetric matrix $A$ can be moved across the dot product, $x\cdot Ay = Ax\cdot y$.

Take trial responses $r+d$ and $q+e$ for the two perturbations. Since $q = X_0(w+Kq)$, the right-hand factor is

$$X_0\bigl(w+K(q+e)\bigr) = q + X_0Ke .$$

The functional therefore expands to

$$(v+Kr+Kd)\cdot(q+X_0Ke) - (r+d)\cdot K(q+e),$$

which is

$$v\cdot q + Kr\cdot q + Kd\cdot q + (v+Kr)\cdot X_0Ke + Kd\cdot X_0Ke - r\cdot Kq - r\cdot Ke - d\cdot Kq - d\cdot Ke .$$

Three cancellations follow:

1. $Kr\cdot q = r\cdot Kq$, because $K$ is symmetric.
2. $Kd\cdot q = d\cdot Kq$, for the same reason. This removes the term linear in $d$.
3. $(v+Kr)\cdot X_0Ke = X_0(v+Kr)\cdot Ke = r\cdot Ke$, because $X_0$ is symmetric and $r$ is screened. This removes the term linear in $e$.

What remains is

$$v\cdot q + Kd\cdot X_0Ke - d\cdot Ke = v\cdot q + d\cdot(KX_0K-K)\,e .$$

This is `twoVertex_error`. In its proof, `h1` is the expansion of the right-hand factor and `h2` is the third cancellation. After `simp only` has distributed the products, `linear_combination` adds up `h2` and three uses of the symmetry of $K$: two for the first two cancellations and one to write $Kd\cdot X_0Ke$ as $d\cdot KX_0Ke$. Setting $w=v$, $q=r$ and $e=d$ gives `twoVertex_quadratic_error`.

With one bare vertex, the same expansion of the right-hand factor gives

$$v\cdot X_0\bigl(w+K(q+e)\bigr) = v\cdot q + v\cdot X_0Ke .$$

This is `oneVertex_error`. It needs no symmetry, and its error is linear in $e$.

## Where the functional is stationary

The exact response need not be known in order to expand $F$. Let $s$ be any trial response, $d$ a direction and $c$ a scalar, and write $u = v+Ks$. Then

$$F(s+cd) = (u+cKd)\cdot X_0(u+cKd) - (s+cd)\cdot K(s+cd).$$

The two cross terms with $X_0$ are equal by symmetry, and so are the two with $K$. Collecting powers of $c$ gives

$$F(s+cd) = F(s) + 2c\,d\cdot K\bigl(X_0(v+Ks)-s\bigr) + c^2\,d\cdot(KX_0K-K)\,d .$$

This is `twoVertex_expansion`, in which the helper `swap` identifies the cross terms with $X_0$ and `h6` those with $K$. The vector $X_0(v+Ks)-s$ is the self-consistency residual: the output density response minus the input one.

Over the real numbers, the derivative at $c=0$ is the coefficient of $c$. If $K$ applied to the residual is zero, this coefficient vanishes for every $d$. Conversely, if it vanishes for every $d$, choose $d$ to be the vector $K(X_0(v+Ks)-s)$ itself. Its squared length is then zero, so the vector is zero. This is `stationary_iff`, where `key` computes the derivative and uniqueness of derivatives supplies the converse.

Stationarity is thus slightly weaker than self-consistency. The residual may be nonzero as long as it induces no potential. In the extreme case $K=0$, the functional does not depend on $s$ at all and every trial response is stationary. If $K$ is invertible, the stationary points are exactly the screened responses.

## A one-sided error for a repulsive kernel

`twoVertex_le` adds two sign conditions for real matrices. The first, $x\cdot X_0x \le 0$, says that the second-order change in the energy of the non-interacting electrons under a static perturbation is never positive, which is true for a ground state. The second, $x\cdot Kx\ge 0$, says that no density change has a negative interaction energy with itself. The Hartree kernel alone has this property, but an attractive exchange-correlation part may spoil it.

Put $d = s-r$ in the error formula and move one factor of $K$ across the dot product:

$$F(s) = v\cdot r + (Kd)\cdot X_0(Kd) - d\cdot Kd .$$

The second term is at most zero by the first condition, applied to the vector $Kd$, and $-d\cdot Kd$ is at most zero by the second. Hence $F(s)\le v\cdot r$ for every trial response, and for a single perturbation an error in the density response can only lower the two-vertex value. The Lean proof rewrites the quadratic error in this form and finishes with `linarith`.

## Two sites in numbers

`twoVertex_witness` gives a model that meets all these conditions with a nonzero response:

$$X_0=\begin{pmatrix}-1&1\\1&-1\end{pmatrix},\quad K=\begin{pmatrix}2&1\\1&2\end{pmatrix},\quad v=(3,0),\quad r=(-1,1).$$

Indeed $Kr=(-1,1)$, so the screened perturbation is $(2,1)$, and $X_0(2,1)=(-1,1)=r$. The sign conditions follow from $x\cdot X_0x=-(x_0-x_1)^2$ and $x\cdot Kx=x_0^2+x_1^2+(x_0+x_1)^2$. Each row of $X_0$ sums to zero, so a uniform potential moves no charge.

The exact value is $v\cdot r=-3$. Here $KX_0K-K$ is $-3$ times the identity, so the two-vertex error is $-3\,d\cdot d$. For $d=(0.1,-0.1)$ the functional with two screened vertices gives $-3.06$, while the one with a single screened vertex gives $-3.6$.

## Conjugated products, and reciprocity

The statement could also have been modelled with Hermitian matrices and a dot product that conjugates its left factor. This would suit static perturbations with complex amplitudes, such as phonons at a finite wave vector, and the same cancellations would go through. At a frequency with damping, however, $X_0$ is in general not Hermitian, and the left response would then have to solve the screening equation with the adjoint of $X_0$. The unconjugated product with symmetric matrices avoids this second equation.

The same argument also yields a neighbouring result by hand, the reciprocity $v\cdot q = r\cdot w$. Evaluate $(v+Kr)\cdot X_0(w+Kq)$ in two ways. Applying $X_0$ to the right gives $v\cdot q + Kr\cdot q$, and applying it to the left gives $r\cdot w + r\cdot Kq$. The terms with $K$ are equal by symmetry, so the mixed force constant does not depend on which of the two perturbations is solved for.
